# The Bethe stopping logarithm and bounds on the mean excitation energy for finitely many oscillators

A heavy charged particle that is fast but non-relativistic loses energy in a material mostly by exciting and ionising the electrons. The target has many excitation energies, yet the usual stopping-power formula describes it by a single one, the mean excitation energy. How does a whole spectrum reduce to one number, and how far can that number lie from simpler averages of the spectrum?

Consider a heavy, non-relativistic projectile of speed v, and let m be the electron mass. In units with ħ = 1, the target has excitation energies w_i (often written ω_i) with dipole oscillator strengths f_i. Their total is

Z = ∑ f_i,

which the dipole sum rule identifies with the number of electrons. To lose energy w_i, the projectile must transfer a momentum of at least about w_i/v. The largest momentum it can give to an electron at rest is 2mv. Between these limits each oscillator contributes its strength times the integral of dq/q, and the sum is the stopping number

L = ∑ f_i ∫ dq/q, with q from w_i/v to 2mv.

The energy loss per unit length is L times a prefactor that depends on the projectile and the target density. Among the simplifications of this model is the use of constant strengths f_i between sharp momentum limits: real strengths vary with q, and the definition of L leaves this variation out.

The oscillators are labelled by a finite type `ι`, so a continuous ionisation spectrum has to be represented by a finite list. Energies are real numbers in a fixed unit.

```lean
import Mathlib

open Finset

namespace BetheLogarithm

noncomputable section

variable {ι : Type*} [Fintype ι]
```

The mean excitation energy I is defined from the spectrum alone, as the exponential of the strength-weighted average of ln w_i. In Lean it is `meanExcitation f w`, and neither m nor v enters.

```lean
/-- The mean excitation energy `I`: the exponential of the average of `ln w i` weighted by the
oscillator strengths `f i`, for positive energies and nonzero total strength. -/
def meanExcitation (f w : ι → ℝ) : ℝ :=
  Real.exp ((∑ i, f i * Real.log (w i)) / ∑ i, f i)
```

The stopping number is defined by actual integrals. They are oriented: if w_i > 2mv², the lower limit exceeds the upper one and the contribution of a positive strength is negative. The identities below still hold then, but the physical reading needs w_i ≤ 2mv² for every oscillator that carries strength.

```lean
/-- The stopping number of a projectile of speed `v`: each oscillator contributes its strength
times the integral of `dq / q` from `w i / v` to `2 m v` (units with `ħ = 1`), for positive
`w i`, `m` and `v`. -/
def stoppingNumber (f w : ι → ℝ) (m v : ℝ) : ℝ :=
  ∑ i, f i * ∫ q in (w i / v)..(2 * m * v), 1 / q
```

## (a) The momentum integral of one oscillator

For w, m, v > 0, show that the integral over momentum transfers is

∫ dq/q = ln(2mv²/w), with q from w/v to 2mv.

**Solution.** Both limits are positive, and ln q is an antiderivative of 1/q there. Hence the integral is

ln(2mv) − ln(w/v) = ln(2mv · v/w) = ln(2mv²/w).

In Lean, `integral_one_div_of_pos` evaluates the integral as the logarithm of the ratio of the limits, and `field_simp` simplifies that ratio. No ordering of the limits is assumed.

```lean
/-- For positive mass, speed and excitation energy, the integral of `dq / q` over the momentum
transfers from `w / v` to `2 m v` is `ln (2 m v² / w)`. -/
theorem momentum_integral {w m v : ℝ} (hw : 0 < w) (hm : 0 < m) (hv : 0 < v) :
    ∫ q in (w / v)..(2 * m * v), 1 / q = Real.log (2 * m * v ^ 2 / w) := by
  have hb : 0 < 2 * m * v := by positivity
  rw [integral_one_div_of_pos (div_pos hw hv) hb]
  congr 1
  field_simp
```

## (b) The logarithm of the mean excitation energy

For Z ≠ 0, show that

Z ln I = ∑ f_i ln w_i.

**Solution.** Taking the logarithm of the definition gives

ln I = (∑ f_i ln w_i)/Z,

and multiplying by Z gives the claim. The Lean proof does the same with `Real.log_exp`. The hypothesis `hZ` says that the total strength is nonzero; the signs of the individual strengths play no part yet.

```lean
/-- For nonzero total strength, the total strength times `ln I` is the sum of `f i ln (w i)`. -/
theorem strength_mul_log_meanExcitation (f w : ι → ℝ) (hZ : ∑ i, f i ≠ 0) :
    (∑ i, f i) * Real.log (meanExcitation f w) = ∑ i, f i * Real.log (w i) := by
  rw [meanExcitation, Real.log_exp]
  field_simp
```

## (c) The stopping number as one logarithm

For positive w_i, m and v, and for Z ≠ 0, show that

L = Z ln(2mv²/I).

This is the Bethe logarithm of stopping theory, not the quantity of the same name in the Lamb shift.

**Solution.** By (a), each logarithm splits into a part common to all oscillators and a part that depends on i:

L = ∑ f_i [ln(2mv²) − ln w_i]
 = Z ln(2mv²) − ∑ f_i ln w_i.

By (b), the last sum is Z ln I, so

L = Z ln(2mv²) − Z ln I = Z ln(2mv²/I).

The auxiliary statement `h` is the splitting for one oscillator. The final rewrite sums it, pulls out the common logarithm and inserts (b).

```lean
/-- The Bethe logarithm: for positive excitation energies, mass and speed and nonzero total
strength `Z`, the stopping number is `Z ln (2 m v² / I)`. -/
theorem bethe_logarithm {f w : ι → ℝ} {m v : ℝ} (hw : ∀ i, 0 < w i)
    (hZ : ∑ i, f i ≠ 0) (hm : 0 < m) (hv : 0 < v) :
    stoppingNumber f w m v =
      (∑ i, f i) * Real.log (2 * m * v ^ 2 / meanExcitation f w) := by
  have hE : 2 * m * v ^ 2 ≠ 0 := by positivity
  have hI : meanExcitation f w ≠ 0 := Real.exp_ne_zero _
  -- each oscillator contributes a difference of two logarithms
  have h : ∀ i, f i * ∫ q in (w i / v)..(2 * m * v), 1 / q =
      f i * Real.log (2 * m * v ^ 2) - f i * Real.log (w i) := by
    intro i
    rw [momentum_integral (hw i) hm hv, Real.log_div hE (hw i).ne', mul_sub]
  rw [stoppingNumber, Finset.sum_congr rfl (fun i _ => h i), Finset.sum_sub_distrib,
    ← Finset.sum_mul, Real.log_div hE hI, mul_sub, strength_mul_log_meanExcitation f w hZ]
```

## (d) Uniqueness of the energy in the logarithm

Under the hypotheses of (c), let J > 0. Show that

L = Z ln(2mv²/J) if and only if J = I.

**Solution.** If the formula holds with J, comparison with (c) gives

Z ln(2mv²/I) = Z ln(2mv²/J).

Since Z ≠ 0, it cancels. Splitting the logarithms leaves ln I = ln J, and the logarithm is one-to-one on positive numbers, so J = I. Conversely, J = I turns the formula into (c).

In the code, `mul_left_cancel₀` cancels Z and `Real.log_injOn_pos` is the injectivity of the logarithm. Matching the stopping number at a single speed therefore fixes the energy, and by (c) the same energy serves at every other speed in the model.

```lean
/-- For positive excitation energies, mass and speed and nonzero total strength `Z`, a positive
energy `J` gives the stopping number as `Z ln (2 m v² / J)` only if it is the mean excitation
energy, and the mean excitation energy does. -/
theorem meanExcitation_unique {f w : ι → ℝ} {m v J : ℝ} (hw : ∀ i, 0 < w i)
    (hZ : ∑ i, f i ≠ 0) (hm : 0 < m) (hv : 0 < v) (hJ : 0 < J) :
    stoppingNumber f w m v = (∑ i, f i) * Real.log (2 * m * v ^ 2 / J) ↔
      J = meanExcitation f w := by
  have hE : 2 * m * v ^ 2 ≠ 0 := by positivity
  have hI : 0 < meanExcitation f w := Real.exp_pos _
  rw [bethe_logarithm hw hZ hm hv]
  constructor
  · intro h
    have h' := mul_left_cancel₀ hZ h
    rw [Real.log_div hE hI.ne', Real.log_div hE hJ.ne'] at h'
    exact Real.log_injOn_pos hJ hI (by linarith)
  · intro h
    rw [h]
```

## (e) An identity for the spread of the spectrum

For positive w_i and Z ≠ 0, put x_i = w_i/I. Show that

∑ f_i (x_i − 1 − ln x_i) = (∑ f_i w_i)/I − Z.

**Solution.** Insert x_i and use ln x_i = ln w_i − ln I:

∑ f_i (x_i − 1 − ln x_i)
 = (∑ f_i w_i)/I − Z − (∑ f_i ln w_i − Z ln I).

The last bracket vanishes by (b).

The Lean proof expands each summand in `h`, separates the sums, and removes the bracket with `linear_combination`, which uses (b) as its input.

```lean
/-- For positive energies and nonzero total strength, the strength-weighted sum of
`x - 1 - ln x` at `x = w i / I` is the sum of `f i w i` divided by `I`, less the total strength. -/
theorem excess_identity {f w : ι → ℝ} (hw : ∀ i, 0 < w i) (hZ : ∑ i, f i ≠ 0) :
    ∑ i, f i * (w i / meanExcitation f w - 1 - Real.log (w i / meanExcitation f w)) =
      (∑ i, f i * w i) / meanExcitation f w - ∑ i, f i := by
  have hI : meanExcitation f w ≠ 0 := Real.exp_ne_zero _
  have h : ∀ i, f i * (w i / meanExcitation f w - 1 - Real.log (w i / meanExcitation f w)) =
      f i * w i / meanExcitation f w - f i -
        (f i * Real.log (w i) - f i * Real.log (meanExcitation f w)) := by
    intro i
    rw [Real.log_div (hw i).ne' hI]
    ring
  rw [Finset.sum_congr rfl (fun i _ => h i)]
  simp only [Finset.sum_sub_distrib, ← Finset.sum_div, ← Finset.sum_mul]
  linear_combination strength_mul_log_meanExcitation f w hZ
```

## (f) The upper bound

Let all w_i be positive, all f_i nonnegative, and Z > 0. Show that

I ≤ (∑ f_i w_i)/Z.

**Solution.** For every x > 0, ln x ≤ x − 1. Each term on the left of (e) is thus a nonnegative strength times a nonnegative number, and so

0 ≤ (∑ f_i w_i)/I − Z.

Multiplying by I > 0 gives ZI ≤ ∑ f_i w_i, and dividing by Z > 0 gives the bound.

The statement `hs` is the nonnegativity of the sum, obtained from `Real.log_le_sub_one_of_pos`. Rewriting it with (e) gives the displayed inequality, and the two uses of `le_div_iff₀` clear the denominators.

```lean
/-- For positive energies and nonnegative strengths of positive total, the mean excitation energy
is at most the strength-weighted arithmetic mean of the energies. -/
theorem meanExcitation_le {f w : ι → ℝ} (hw : ∀ i, 0 < w i) (hf : ∀ i, 0 ≤ f i)
    (hZ : 0 < ∑ i, f i) :
    meanExcitation f w ≤ (∑ i, f i * w i) / ∑ i, f i := by
  have hI : 0 < meanExcitation f w := Real.exp_pos _
  have hs : 0 ≤ ∑ i, f i *
      (w i / meanExcitation f w - 1 - Real.log (w i / meanExcitation f w)) := by
    refine Finset.sum_nonneg fun i _ => mul_nonneg (hf i) ?_
    linarith [Real.log_le_sub_one_of_pos (div_pos (hw i) hI)]
  rw [excess_identity hw hZ.ne'] at hs
  have h := (le_div_iff₀ hI).1 (sub_nonneg.1 hs)
  rw [le_div_iff₀ hZ]
  linarith
```

## (g) The lower bound

Under the hypotheses of (f), show that

Z/(∑ f_i/w_i) ≤ I.

**Solution.** Replace every energy w_i by 1/w_i. Since ln(1/w_i) = −ln w_i, the mean excitation energy becomes 1/I. Applying (f) to the inverted energies gives

1/I ≤ (∑ f_i/w_i)/Z.

The left side is positive, hence so is ∑ f_i/w_i. Multiplying by the positive quantity ZI and dividing by that sum gives the bound.

In Lean, `hinv` is the inversion rule, `hS` the positivity of the sum, and the `calc` block the multiplication by I.

Positive energies and a positive total strength alone do not guarantee either bound. Take two oscillators with w = (1, 2) and f = (2, −1). Then Z = 1 and ln I = −ln 2, so I = 1/2. The arithmetic mean is 2 − 2 = 0, which is below I, and the harmonic mean is 1/(2 − 1/2) = 2/3, which is above it. The example is purely algebraic: an exact dipole strength has the sign of its excitation energy, so a negative strength at a positive energy is not physical.

```lean
/-- For positive energies and nonnegative strengths of positive total, the mean excitation energy
is at least the strength-weighted harmonic mean of the energies. -/
theorem le_meanExcitation {f w : ι → ℝ} (hw : ∀ i, 0 < w i) (hf : ∀ i, 0 ≤ f i)
    (hZ : 0 < ∑ i, f i) :
    (∑ i, f i) / (∑ i, f i / w i) ≤ meanExcitation f w := by
  have hI : 0 < meanExcitation f w := Real.exp_pos _
  -- inverting every energy inverts the mean excitation energy
  have hinv : meanExcitation f (fun i => (w i)⁻¹) = (meanExcitation f w)⁻¹ := by
    simp only [meanExcitation, Real.log_inv, mul_neg, Finset.sum_neg_distrib, neg_div,
      Real.exp_neg]
  have h := meanExcitation_le (w := fun i => (w i)⁻¹) (fun i => inv_pos.2 (hw i)) hf hZ
  rw [hinv, le_div_iff₀ hZ] at h
  simp only [← div_eq_mul_inv] at h
  have hS : 0 < ∑ i, f i / w i := lt_of_lt_of_le (mul_pos (inv_pos.2 hI) hZ) h
  rw [div_le_iff₀ hS]
  calc ∑ i, f i = meanExcitation f w * ((meanExcitation f w)⁻¹ * ∑ i, f i) := by
        rw [← mul_assoc, mul_inv_cancel₀ hI.ne', one_mul]
    _ ≤ meanExcitation f w * ∑ i, f i / w i := mul_le_mul_of_nonneg_left h hI.le
```

## (h) Equality in the upper bound

Under the hypotheses of (f), show that

I = (∑ f_i w_i)/Z if and only if w_i = I for every i with f_i ≠ 0.

**Solution.** Suppose that equality holds. Then ∑ f_i w_i = ZI, and the right side of (e) is Z − Z = 0. A sum of nonnegative terms that vanishes does so term by term, so for f_i ≠ 0

x_i − 1 − ln x_i = 0.

But ln x < x − 1 for every positive x ≠ 1. Hence x_i = 1, that is, w_i = I.

Conversely, if every oscillator with nonzero strength has energy I, then f_i w_i = f_i I for all i, including those with f_i = 0. Summation gives ∑ f_i w_i = ZI.

The term-by-term step is `Finset.sum_eq_zero_iff_of_nonneg`, and the strict inequality is `Real.log_lt_sub_one_of_pos`. In the converse, `by_cases` separates zero from nonzero strengths.

The smallest case is a single oscillator with f_1 > 0. There I = w_1, and the arithmetic and harmonic means both equal w_1 as well.

```lean
/-- For positive energies and nonnegative strengths of positive total, the mean excitation energy
equals the strength-weighted arithmetic mean of the energies exactly when every oscillator of
nonzero strength has the mean excitation energy as its energy. -/
theorem meanExcitation_eq_iff {f w : ι → ℝ} (hw : ∀ i, 0 < w i) (hf : ∀ i, 0 ≤ f i)
    (hZ : 0 < ∑ i, f i) :
    meanExcitation f w = (∑ i, f i * w i) / ∑ i, f i ↔
      ∀ i, f i ≠ 0 → w i = meanExcitation f w := by
  have hI : 0 < meanExcitation f w := Real.exp_pos _
  rw [eq_div_iff hZ.ne']
  constructor
  · intro h i hi
    have hs := excess_identity hw hZ.ne'
    rw [← h, mul_div_cancel_left₀ _ hI.ne', sub_self] at hs
    -- a vanishing sum of nonnegative terms vanishes term by term
    have h0 := (Finset.sum_eq_zero_iff_of_nonneg (fun j _ => mul_nonneg (hf j) (by
      linarith [Real.log_le_sub_one_of_pos (div_pos (hw j) hI)]))).1 hs i (Finset.mem_univ i)
    have h1 := (mul_eq_zero.1 h0).resolve_left hi
    by_contra hne
    have hx : w i / meanExcitation f w ≠ 1 := fun hx => hne ((div_eq_one_iff_eq hI.ne').1 hx)
    linarith [Real.log_lt_sub_one_of_pos (div_pos (hw i) hI) hx]
  · intro h
    rw [mul_comm, Finset.sum_mul]
    refine Finset.sum_congr rfl fun i _ => ?_
    by_cases hi : f i = 0
    · rw [hi, zero_mul, zero_mul]
    · rw [h i hi]
```

## (i) Strengths normalised to one

Let all w_i, m and v be positive, and let the f_i be nonnegative with ∑ f_i = 1. Show that

L = ln(2mv²/I),
ln I = ∑ f_i ln w_i,
1/(∑ f_i/w_i) ≤ I ≤ ∑ f_i w_i.

**Solution.** Set Z = 1 in (c), (b), (g) and (f), in that order. For a target with several electrons, this normalisation means dividing the strengths by their total; L is then the stopping number per electron, while I is unchanged.

The Lean statement joins the four claims with `∧`. Its proof calls the earlier theorems and replaces the total strength by one, using the hypothesis `h1`.

For a finite list of positive dipole excitation energies and nonnegative strengths from an electronic-structure calculation, with the strengths divided by their total, the last line of the claim brackets the mean excitation energy which that list would supply to a stopping-power simulation. The bracket concerns the list itself; if the list is truncated, the mean excitation energy of the full spectrum can lie outside it.

```lean
/-- For positive energies, mass and speed and nonnegative strengths summing to one, the stopping
number is `ln (2 m v² / I)` with `ln I` the weighted mean of `ln (w i)`, and `I` lies between the
strength-weighted harmonic and arithmetic means of the energies. -/
theorem bethe_logarithm_normalized {f w : ι → ℝ} {m v : ℝ} (hw : ∀ i, 0 < w i)
    (hf : ∀ i, 0 ≤ f i) (h1 : ∑ i, f i = 1) (hm : 0 < m) (hv : 0 < v) :
    stoppingNumber f w m v = Real.log (2 * m * v ^ 2 / meanExcitation f w) ∧
      Real.log (meanExcitation f w) = ∑ i, f i * Real.log (w i) ∧
      1 / (∑ i, f i / w i) ≤ meanExcitation f w ∧
      meanExcitation f w ≤ ∑ i, f i * w i := by
  have hZ : 0 < ∑ i, f i := by rw [h1]; exact one_pos
  have ha := bethe_logarithm hw hZ.ne' hm hv
  have hb := strength_mul_log_meanExcitation f w hZ.ne'
  have hc := le_meanExcitation hw hf hZ
  have hd := meanExcitation_le hw hf hZ
  rw [h1, one_mul] at ha hb
  rw [h1] at hc
  rw [h1, div_one] at hd
  exact ⟨ha, hb, hc, hd⟩

end

end BetheLogarithm
```

```lean
#print axioms BetheLogarithm.bethe_logarithm
#print axioms BetheLogarithm.meanExcitation_unique
#print axioms BetheLogarithm.meanExcitation_eq_iff
#print axioms BetheLogarithm.bethe_logarithm_normalized
```

```
'BetheLogarithm.bethe_logarithm' depends on axioms: [propext, Classical.choice, Quot.sound]
'BetheLogarithm.meanExcitation_unique' depends on axioms: [propext, Classical.choice, Quot.sound]
'BetheLogarithm.meanExcitation_eq_iff' depends on axioms: [propext, Classical.choice, Quot.sound]
'BetheLogarithm.bethe_logarithm_normalized' depends on axioms: [propext, Classical.choice, Quot.sound]
```
